# The retarded Green function of a finite device with constant contact broadening exists at every real energy exactly when the broadening annihilates no eigenstate of the Hamiltonian

A finite device is described by a Hermitian matrix `H`, and its contacts by a positive semidefinite broadening matrix `Γ` that does not depend on energy. The retarded Green function at a real energy `E` is the inverse of `E - H + i Γ / 2`. The theorem `green_exists_iff_no_undamped_state` says that this inverse exists at every real `E` if and only if `Γ` annihilates no eigenvector of `H`. The proof rests on the same equivalence at a fixed energy, already established in `isUnit_invGreen_iff`. Since the theorem lets the eigenvalue `μ` be any complex number, the forward direction must first show that `μ` is real, and for this it needs `star v ⬝ᵥ v`, the squared norm of the eigenvector, to have a nonzero real part.

An attempt in Lean 4 with a fault in it:

```lean
import Mathlib

open Matrix
open scoped ComplexOrder

namespace GreenExistsIffNoUndampedState

noncomputable section

variable {n : Type*} [Fintype n] [DecidableEq n]

/-- The matrix `E - H + i Γ / 2` of a device with Hamiltonian `H` and contact broadening `Γ`,
whose inverse is the retarded Green function at the real energy `E`. -/
def invGreen (H Γ : Matrix n n ℂ) (E : ℝ) : Matrix n n ℂ :=
  (E : ℂ) • (1 : Matrix n n ℂ) - H + (Complex.I / 2) • Γ

/-- The action of `E - H + i Γ / 2` on a state. -/
theorem invGreen_mulVec (H Γ : Matrix n n ℂ) (E : ℝ) (v : n → ℂ) :
    invGreen H Γ E *ᵥ v = (E : ℂ) • v - H *ᵥ v + (Complex.I / 2) • (Γ *ᵥ v) := by
  simp only [invGreen, Matrix.add_mulVec, Matrix.sub_mulVec, Matrix.smul_mulVec,
    Matrix.one_mulVec]

omit [DecidableEq n] in
/-- The expectation value of a Hermitian matrix in any state is real. -/
theorem expectation_im {M : Matrix n n ℂ} (hM : M.IsHermitian) (v : n → ℂ) :
    (star v ⬝ᵥ M *ᵥ v).im = 0 := by
  have h : star (star v ⬝ᵥ M *ᵥ v) = star v ⬝ᵥ M *ᵥ v := by
    rw [← Matrix.star_dotProduct, Matrix.star_mulVec, hM.eq, ← Matrix.dotProduct_mulVec]
  exact Complex.conj_eq_iff_im.mp h

/-- For Hermitian `H` and positive semidefinite `Γ`, the states annihilated by
`E - H + i Γ / 2` are those that satisfy `H v = E v` and are annihilated by `Γ`. -/
theorem invGreen_mulVec_eq_zero_iff {H Γ : Matrix n n ℂ} (hH : H.IsHermitian)
    (hΓ : Γ.PosSemidef) (E : ℝ) (v : n → ℂ) :
    invGreen H Γ E *ᵥ v = 0 ↔ H *ᵥ v = (E : ℂ) • v ∧ Γ *ᵥ v = 0 := by
  rw [invGreen_mulVec]
  constructor
  · intro h
    have key : ∀ s a g : ℂ, s.im = 0 → a.im = 0 → g.im = 0 →
        (E : ℂ) * s - a + Complex.I / 2 * g = 0 → g = 0 := by
      intro s a g hs ha hg h0
      have him := congrArg Complex.im h0
      simp [hs, ha] at him
      exact Complex.ext (by simpa using him) (by simpa using hg)
    have hs : (star v ⬝ᵥ v).im = 0 := by
      simpa only [Matrix.one_mulVec] using
        expectation_im (Matrix.isHermitian_one (n := n) (α := ℂ)) v
    -- the imaginary part of the expectation value isolates the damping
    have h1 := congrArg (fun w => star v ⬝ᵥ w) h
    simp only [dotProduct_add, dotProduct_sub, dotProduct_smul, smul_eq_mul,
      dotProduct_zero] at h1
    have hg := key _ _ _ hs (expectation_im hH v) (expectation_im hΓ.isHermitian v) h1
    have hΓv : Γ *ᵥ v = 0 := (hΓ.dotProduct_mulVec_zero_iff v).mp hg
    rw [hΓv, smul_zero, add_zero] at h
    exact ⟨(sub_eq_zero.mp h).symm, hΓv⟩
  · rintro ⟨h1, h2⟩
    rw [h1, h2, smul_zero, add_zero, sub_self]

/-- For Hermitian `H` and positive semidefinite `Γ`, the Green function exists at the real
energy `E` iff `Γ` annihilates no eigenvector of `H` with eigenvalue `E`. -/
theorem isUnit_invGreen_iff {H Γ : Matrix n n ℂ} (hH : H.IsHermitian)
    (hΓ : Γ.PosSemidef) (E : ℝ) :
    IsUnit (invGreen H Γ E) ↔
      ∀ v : n → ℂ, v ≠ 0 → H *ᵥ v = (E : ℂ) • v → Γ *ᵥ v ≠ 0 := by
  rw [Matrix.isUnit_iff_isUnit_det, isUnit_iff_ne_zero, ne_eq,
    ← Matrix.exists_mulVec_eq_zero_iff]
  constructor
  · intro h v hv h1 h2
    exact h ⟨v, hv, (invGreen_mulVec_eq_zero_iff hH hΓ E v).mpr ⟨h1, h2⟩⟩
  · rintro h ⟨v, hv, h0⟩
    obtain ⟨h1, h2⟩ := (invGreen_mulVec_eq_zero_iff hH hΓ E v).mp h0
    exact h v hv h1 h2

/-- For Hermitian `H` and positive semidefinite `Γ`, the matrix `E - H + i Γ / 2` is invertible
at every real energy iff no eigenvector of `H` is annihilated by `Γ`. -/
theorem green_exists_iff_no_undamped_state {H Γ : Matrix n n ℂ} (hH : H.IsHermitian)
    (hΓ : Γ.PosSemidef) :
    (∀ E : ℝ, IsUnit (invGreen H Γ E)) ↔
      ∀ (μ : ℂ) (v : n → ℂ), v ≠ 0 → H *ᵥ v = μ • v → Γ *ᵥ v ≠ 0 := by
  constructor
  · intro h μ v hv hμ
    -- the eigenvalue of a Hermitian matrix is real
    have hs : (star v ⬝ᵥ v).im = 0 := by
      simpa only [Matrix.one_mulVec] using
        expectation_im (Matrix.isHermitian_one (n := n) (α := ℂ)) v
    have hs0 : (star v ⬝ᵥ v).re ≠ 0 := fun h0 =>
      hv (dotProduct_star_self_eq_zero.mp
        ((dotProduct_comm _ _).trans (Complex.ext h0 hs)))
    have him := expectation_im hH v
    rw [hμ, dotProduct_smul, smul_eq_mul, Complex.mul_im, hs, mul_zero, zero_add] at him
    have hμ0 : μ.im = 0 := (mul_eq_zero.mp him).resolve_right hs0
    have hμr : μ = (μ.re : ℂ) := Complex.ext (by simp) (by simp [hμ0])
    rw [hμr] at hμ
    exact (isUnit_invGreen_iff hH hΓ μ.re).mp (h μ.re) v hv hμ
  · intro h E
    exact (isUnit_invGreen_iff hH hΓ E).mpr fun v hv h1 => h E v hv h1

end

end GreenExistsIffNoUndampedState
```

The error:

```
Main.lean:88:50: error: Application type mismatch: The argument
  h0
has type
  (star v ⬝ᵥ v).re = 0
but is expected to have type
  (v ⬝ᵥ star v).re = Complex.re 0
in the application
  Complex.ext h0
```

Diagnosis. The error lies in the proof of `hs0`, that the real part of `star v ⬝ᵥ v` is nonzero. The proof supposes in `h0` that this real part is zero, and wants to conclude that `v` is zero, against `hv`. The lemma `dotProduct_star_self_eq_zero` gives this conclusion from `star v ⬝ᵥ v = 0`, with the factors in the same order as in `h0` and `hs`.

The attempt nevertheless put a `dotProduct_comm` in between. That step rewrites `star v ⬝ᵥ v` as `v ⬝ᵥ star v`, so `Complex.ext` was left to prove that `v ⬝ᵥ star v` is zero. It therefore expected a statement about the real part of `v ⬝ᵥ star v` and was given `h0`, which is about `star v ⬝ᵥ v`. The two products are equal, but by a theorem, and Lean does not apply that theorem by itself when it checks the type of an argument.

The repair removes the swap. `Complex.ext h0 hs` then proves `star v ⬝ᵥ v = 0` from its real and imaginary parts, which is just what the lemma asks for.

The mended proof, as a diff:

```diff
@@ -85,6 +85,5 @@
         expectation_im (Matrix.isHermitian_one (n := n) (α := ℂ)) v
     have hs0 : (star v ⬝ᵥ v).re ≠ 0 := fun h0 =>
-      hv (dotProduct_star_self_eq_zero.mp
-        ((dotProduct_comm _ _).trans (Complex.ext h0 hs)))
+      hv (dotProduct_star_self_eq_zero.mp (Complex.ext h0 hs))
     have him := expectation_im hH v
     rw [hμ, dotProduct_smul, smul_eq_mul, Complex.mul_im, hs, mul_zero, zero_add] at him
```
